# For a k·p level with $QPQ=0$, a twice differentiable band satisfies $(Q+2QPRPQ)\,v(0)=E''(0)\,v(0)$

Take $H(k)=H_0+kP+k^2/2$ in atomic units. Here $k$ is the wave number along one direction, measured from the zone centre, $H_0$ holds the levels at $k=0$, and $P$ is the momentum matrix along that direction. For a nondegenerate level $|0\rangle$ with zero slope I know

$$E''(0)=1+2\sum_{n\neq 0}\frac{|\langle n|P|0\rangle|^2}{E_0-E_n}.$$

At a degenerate valence-band top, the partner states give zero denominators. If I leave them out of the sum, the answer can depend on which state of the level I insert. Which state gives the effective mass?

## The band selects its own state at $k=0$

Insert $v(0)$, the state that the band itself reaches at $k=0$. When $P$ has no matrix elements inside the level, $v(0)$ is an eigenvector of an inverse-mass matrix, and the curvature is its eigenvalue.

Let $Q$ be the orthogonal projector onto the $E(0)$-eigenspace of $H_0$. Let $R$ be the reduced resolvent: it inverts $E(0)-H_0$ off that eigenspace and vanishes on it. The condition on $P$ is $QPQ=0$. It holds, for example, when inversion symmetry gives all states of the level the same parity, since momentum is odd.

Differentiate $H(k)v(k)=E(k)v(k)$ once and twice at $k=0$. With $v,v',v'',E,E',E''$ all taken there,

$$H_0v'+Pv=Ev'+E'v,$$
$$H_0v''+2Pv'+v=Ev''+2E'v'+E''v.$$

Since $H_0$ and $Q$ are Hermitian, $QH_0=EQ$; also $Qv=v$. Applying $Q$ to the first equation cancels the $v'$ terms and leaves $QPQv=E'v$. The left side is zero and $v\neq0$, so $E'=0$.

The first equation is now $(E-H_0)v'=Pv$. Applying $R$ gives the part of $v'$ outside the level:

$$(1-Q)v'=RPv.$$

Applying $Q$ to the second equation gives $2QPv'+v=E''v$. Insert $v'=Qv'+RPv$. The term $QPQv'$ vanishes, so

$$v+2QPRPv=E''v.$$

Because $v=Qv$, this is $(Q+2QPRPQ)v=E''v$.

If $P$ is Hermitian and $v$ is normalised, taking the inner product with $v$ gives $E''=1+2\langle Pv|R|Pv\rangle$. This is your sum, restricted to remote levels and evaluated in the right state.

If $E(0)$ is also the lowest level of $H_0$, then $E''\le1$. To see this, set $z=Ry$ for any $y$. Then $Qz=0$ and $y=(E-H_0)z+Qy$, so $\langle y|Ry\rangle=E\langle z|z\rangle-\langle z|H_0z\rangle\le0$.

A three-state example shows the selection. Let $H_0=\mathrm{diag}(0,0,1)$ and let $P$ couple states 1 and 3 with strength 1. The inverse-mass matrix is $\mathrm{diag}(-1,1,0)$. The band $E(k)=k^2/2+(1-\sqrt{1+4k^2})/2$ starts in state 1 and has curvature $-1$. An equal mixture of states 1 and 2 would give the expectation value 0, which is neither curvature of the level. The last diagonal zero belongs to the remote state and is not an inverse mass.

In a one-electron k·p calculation that uses this $H(k)$ in a finite basis, with $QPQ=0$, the relation connects the masses at a degenerate edge, along the chosen direction, to the momentum matrix elements and the level energies at $k=0$.

## What the Lean statements assume

The matrices are complex and indexed by a finite type `n`. `IsEigenprojector` says that $Q$ is Hermitian and idempotent, and that its fixed vectors are exactly the solutions of $H_0x=E(0)x$. `IsReducedResolvent` gives the inverse relations for $R$ on both sides.

`IsBand` is local: the eigenvalue equation holds for all $k$ in some neighbourhood of 0. In it, `E₁` and `v₁` are first derivatives, and `E₂` and `v₂` are second derivatives at 0; they do not label levels. The existence of such a twice differentiable eigenpair is assumed. The vector $v(0)$ must be nonzero but need not be normalised, so `curvature_expectation` carries factors of $\langle v|v\rangle$.

`degenerate_effective_mass` concludes both $E'(0)=0$ and the eigenvalue equation. It requires $H_0$ to be Hermitian, but not $P$. `inverseMass` is in units of the inverse free-electron mass. In `lowest_band_curvature_le_one`, the hypothesis `hlow` expresses "lowest level" as a bound on expectation values of $H_0$.

The one-electron Hamiltonian is itself a model of a real crystal. Even within that model there are infinitely many zone-centre Bloch states and an unbounded momentum operator; their replacement by finite matrices is not justified here.

```lean
import Mathlib

open Matrix Filter Topology

namespace DegenerateKP

noncomputable section

variable {n : Type*} [Fintype n] [DecidableEq n]

/-- The k.p Hamiltonian `H0 + k P + k²/2` in atomic units. -/
def kpHamiltonian (H0 P : Matrix n n ℂ) (k : ℝ) : Matrix n n ℂ :=
  H0 + k • P + (k ^ 2 / 2) • (1 : Matrix n n ℂ)

/-- `Q` is the orthogonal projector onto the eigenspace of `H0` at energy `e`. -/
structure IsEigenprojector (H0 Q : Matrix n n ℂ) (e : ℝ) : Prop where
  herm : Q.IsHermitian
  idem : Q * Q = Q
  fix : ∀ x : n → ℂ, Q *ᵥ x = x ↔ H0 *ᵥ x = e • x

/-- `R` inverts `e - H0` off the range of `Q` and vanishes on that range. -/
structure IsReducedResolvent (H0 Q R : Matrix n n ℂ) (e : ℝ) : Prop where
  left : R * (e • (1 : Matrix n n ℂ) - H0) = 1 - Q
  right : (e • (1 : Matrix n n ℂ) - H0) * R = 1 - Q
  mul_proj : R * Q = 0
  proj_mul : Q * R = 0

/-- An eigenpair `E(k), v(k)` of the k.p Hamiltonian near `k = 0`, with first derivatives
`E₁, v₁` near `0`, second derivatives `E₂, v₂` at `0`, and `v(0) ≠ 0`. -/
structure IsBand (H0 P : Matrix n n ℂ) (E E₁ : ℝ → ℝ) (E₂ : ℝ)
    (v v₁ : ℝ → n → ℂ) (v₂ : n → ℂ) : Prop where
  eigen : ∀ᶠ k in 𝓝 (0 : ℝ), kpHamiltonian H0 P k *ᵥ v k = E k • v k
  dE : ∀ᶠ k in 𝓝 (0 : ℝ), HasDerivAt E (E₁ k) k
  dv : ∀ᶠ k in 𝓝 (0 : ℝ), HasDerivAt v (v₁ k) k
  ddE : HasDerivAt E₁ E₂ 0
  ddv : HasDerivAt v₁ v₂ 0
  ne_zero : v 0 ≠ 0

/-- The inverse-mass matrix `Q + 2 QPRPQ` of a band edge. -/
def inverseMass (Q P R : Matrix n n ℂ) : Matrix n n ℂ :=
  Q + (2 : ℝ) • (Q * P * R * P * Q)

variable {H0 P Q R : Matrix n n ℂ} {E E₁ : ℝ → ℝ} {E₂ : ℝ}
  {v v₁ : ℝ → n → ℂ} {v₂ : n → ℂ}

private lemma hasDerivAt_sq (k : ℝ) : HasDerivAt (fun x : ℝ => x ^ 2) (2 * k) k := by
  simpa using hasDerivAt_pow 2 k

omit [DecidableEq n] in
private lemma hasDerivAt_mulVec (M : Matrix n n ℂ) {w : ℝ → n → ℂ} {w' : n → ℂ} {k : ℝ}
    (h : HasDerivAt w w' k) : HasDerivAt (fun x => M *ᵥ w x) (M *ᵥ w') k := by
  rw [hasDerivAt_pi] at *
  intro i
  simp only [Matrix.mulVec, dotProduct]
  exact HasDerivAt.fun_sum (fun j _ => (h j).const_mul (M i j))

omit [DecidableEq n] in
private lemma herm_move {A : Matrix n n ℂ} (hA : A.IsHermitian) (x y : n → ℂ) :
    star x ⬝ᵥ (A *ᵥ y) = star (A *ᵥ x) ⬝ᵥ y := by
  rw [Matrix.star_mulVec, hA.eq, Matrix.dotProduct_mulVec]

private lemma proj_H (hH : H0.IsHermitian) {e : ℝ} (hQ : IsEigenprojector H0 Q e)
    (x : n → ℂ) : Q *ᵥ (H0 *ᵥ x) = e • (Q *ᵥ x) := by
  have h : H0 * Q = e • Q := Matrix.toLin'.injective (LinearMap.ext fun y => by
    simp only [Matrix.toLin'_apply]
    rw [← Matrix.mulVec_mulVec, Matrix.smul_mulVec]
    exact (hQ.fix _).1 (by rw [Matrix.mulVec_mulVec, hQ.idem]))
  have h' : Q * H0 = e • Q := by
    simpa [Matrix.conjTranspose_mul, Matrix.conjTranspose_smul, hQ.herm.eq, hH.eq]
      using congrArg Matrix.conjTranspose h
  rw [Matrix.mulVec_mulVec, h', Matrix.smul_mulVec]

private lemma edge_fixed (hQ : IsEigenprojector H0 Q (E 0))
    (hb : IsBand H0 P E E₁ E₂ v v₁ v₂) : Q *ᵥ v 0 = v 0 :=
  (hQ.fix _).2 (by simpa [kpHamiltonian] using hb.eigen.self_of_nhds)

/-- The eigenvalue equation of a band, differentiated once and twice at `k = 0`. -/
theorem perturbation_equations (hb : IsBand H0 P E E₁ E₂ v v₁ v₂) :
    H0 *ᵥ v₁ 0 + P *ᵥ v 0 = E 0 • v₁ 0 + E₁ 0 • v 0 ∧
    H0 *ᵥ v₂ + (2 : ℝ) • (P *ᵥ v₁ 0) + v 0
      = E 0 • v₂ + (2 * E₁ 0) • v₁ 0 + E₂ • v 0 := by
  have hc : ∀ k e : ℝ, HasDerivAt E e k →
      HasDerivAt (fun x => x ^ 2 / 2 - E x) (k - e) k := fun k e h =>
    (((hasDerivAt_sq k).div_const 2).fun_sub h).congr_deriv (by ring)
  -- first derivative, valid in a whole neighbourhood of k = 0
  have d1 : ∀ᶠ k in 𝓝 (0 : ℝ), H0 *ᵥ v₁ k + (k • (P *ᵥ v₁ k) + (1 : ℝ) • (P *ᵥ v k))
      + ((k ^ 2 / 2 - E k) • v₁ k + (k - E₁ k) • v k) = 0 := by
    filter_upwards [hb.eigen.eventually_nhds, hb.dE, hb.dv] with k he hE hv
    have hg := ((hasDerivAt_mulVec H0 hv).add
      ((hasDerivAt_id' k).smul (hasDerivAt_mulVec P hv))).add ((hc k _ hE).smul hv)
    refine hg.unique ((hasDerivAt_const k (0 : n → ℂ)).congr_of_eventuallyEq ?_)
    filter_upwards [he] with y hy
    change H0 *ᵥ v y + y • (P *ᵥ v y) + (y ^ 2 / 2 - E y) • v y = 0
    rw [kpHamiltonian, Matrix.add_mulVec, Matrix.add_mulVec, Matrix.smul_mulVec,
      Matrix.smul_mulVec, Matrix.one_mulVec] at hy
    linear_combination (norm := module) hy
  have hv := hb.dv.self_of_nhds
  have hg := ((hasDerivAt_mulVec H0 hb.ddv).add
    (((hasDerivAt_id' (0 : ℝ)).smul (hasDerivAt_mulVec P hb.ddv)).add
      ((hasDerivAt_mulVec P hv).const_smul (1 : ℝ)))).add
    (((hc 0 _ hb.dE.self_of_nhds).smul hb.ddv).add
      (((hasDerivAt_id' (0 : ℝ)).fun_sub hb.ddE).smul hv))
  have d2 : H0 *ᵥ v₂ + (((0 : ℝ) • (P *ᵥ v₂) + (1 : ℝ) • (P *ᵥ v₁ 0))
      + (1 : ℝ) • (P *ᵥ v₁ 0)) + ((((0 : ℝ) ^ 2 / 2 - E 0) • v₂ + (0 - E₁ 0) • v₁ 0)
      + ((0 - E₁ 0) • v₁ 0 + (1 - E₂) • v 0)) = 0 :=
    hg.unique ((hasDerivAt_const (0 : ℝ) (0 : n → ℂ)).congr_of_eventuallyEq d1)
  have d0 := d1.self_of_nhds
  exact ⟨by linear_combination (norm := module) d0,
    by linear_combination (norm := module) d2⟩

/-- First order: for Hermitian `H0` with eigenprojector `Q` at energy `E(0)`, the band state at
`k = 0` is an eigenvector of `QPQ` with the slope `E'(0)` as eigenvalue. -/
theorem first_order (hH : H0.IsHermitian) (hQ : IsEigenprojector H0 Q (E 0))
    (hb : IsBand H0 P E E₁ E₂ v v₁ v₂) : (Q * P * Q) *ᵥ v 0 = E₁ 0 • v 0 := by
  have h := congrArg (fun x => Q *ᵥ x) (perturbation_equations hb).1
  simp only [Matrix.mulVec_add, Matrix.mulVec_smul, proj_H hH hQ, edge_fixed hQ hb] at h
  simp only [← Matrix.mulVec_mulVec, edge_fixed hQ hb]
  linear_combination (norm := module) h

/-- Effective mass at a possibly degenerate band edge: for Hermitian `H0` with eigenprojector `Q`
and reduced resolvent `R` at energy `E(0)`, and with `QPQ = 0`, the slope `E'(0)` vanishes and
`(Q + 2 QPRPQ) v(0) = E''(0) v(0)`. -/
theorem degenerate_effective_mass (hH : H0.IsHermitian)
    (hQ : IsEigenprojector H0 Q (E 0)) (hR : IsReducedResolvent H0 Q R (E 0))
    (hb : IsBand H0 P E E₁ E₂ v v₁ v₂) (hQP : Q * P * Q = 0) :
    E₁ 0 = 0 ∧ inverseMass Q P R *ᵥ v 0 = E₂ • v 0 := by
  have hv := edge_fixed hQ hb
  obtain ⟨e1, e2⟩ := perturbation_equations hb
  have hE : E₁ 0 = 0 := by
    have h := first_order hH hQ hb
    rw [hQP, Matrix.zero_mulVec] at h
    exact (smul_eq_zero.1 h.symm).resolve_right hb.ne_zero
  refine ⟨hE, ?_⟩
  rw [hE] at e1 e2
  -- the remote part of v'(0) is R P v(0)
  have hRv : R *ᵥ (P *ᵥ v 0) = v₁ 0 - Q *ᵥ v₁ 0 := by
    have h : P *ᵥ v 0 = (E 0 • (1 : Matrix n n ℂ) - H0) *ᵥ v₁ 0 := by
      rw [Matrix.sub_mulVec, Matrix.smul_mulVec, Matrix.one_mulVec]
      linear_combination (norm := module) e1
    rw [h, Matrix.mulVec_mulVec, hR.left, Matrix.sub_mulVec, Matrix.one_mulVec]
  have hz : Q *ᵥ (P *ᵥ (Q *ᵥ v₁ 0)) = 0 := by
    rw [Matrix.mulVec_mulVec, Matrix.mulVec_mulVec, hQP, Matrix.zero_mulVec]
  -- project the second-order equation onto the level
  have h := congrArg (fun x => Q *ᵥ x) e2
  simp only [Matrix.mulVec_add, Matrix.mulVec_smul, proj_H hH hQ, hv] at h
  simp only [inverseMass, Matrix.add_mulVec, Matrix.smul_mulVec, ← Matrix.mulVec_mulVec,
    hv, hRv, Matrix.mulVec_sub, hz]
  linear_combination (norm := module) h

/-- Let `H0` and `P` be Hermitian, let `Q` and `R` be the eigenprojector and reduced resolvent of
`H0` at energy `E(0)`, and let `QPQ = 0`. Then the curvature obeys
`E''(0) ⟨v|v⟩ = ⟨v|v⟩ + 2 ⟨Pv|R|Pv⟩` with `v = v(0)`. -/
theorem curvature_expectation (hH : H0.IsHermitian) (hP : P.IsHermitian)
    (hQ : IsEigenprojector H0 Q (E 0)) (hR : IsReducedResolvent H0 Q R (E 0))
    (hb : IsBand H0 P E E₁ E₂ v v₁ v₂) (hQP : Q * P * Q = 0) :
    (E₂ : ℂ) * (star (v 0) ⬝ᵥ v 0) = star (v 0) ⬝ᵥ v 0
      + ((2 : ℝ) : ℂ) * (star (P *ᵥ v 0) ⬝ᵥ (R *ᵥ (P *ᵥ v 0))) := by
  have hv := edge_fixed hQ hb
  have h := congrArg (fun x => star (v 0) ⬝ᵥ x)
    (degenerate_effective_mass hH hQ hR hb hQP).2
  simp only [inverseMass, Matrix.add_mulVec, Matrix.smul_mulVec, ← Matrix.mulVec_mulVec,
    hv, dotProduct_add, dotProduct_smul, Complex.real_smul] at h
  rw [herm_move hQ.herm, hv, herm_move hP] at h
  linear_combination -h

/-- Let `H0` and `P` be Hermitian, let `Q` and `R` be the eigenprojector and reduced resolvent of
`H0` at energy `E(0)`, and let `QPQ = 0`. Then a band starting from the lowest level of `H0` has
curvature `E''(0) ≤ 1`, the free-electron value. -/
theorem lowest_band_curvature_le_one (hH : H0.IsHermitian) (hP : P.IsHermitian)
    (hQ : IsEigenprojector H0 Q (E 0)) (hR : IsReducedResolvent H0 Q R (E 0))
    (hb : IsBand H0 P E E₁ E₂ v v₁ v₂) (hQP : Q * P * Q = 0)
    (hlow : ∀ x : n → ℂ, E 0 * (star x ⬝ᵥ x).re ≤ (star x ⬝ᵥ (H0 *ᵥ x)).re) :
    E₂ ≤ 1 := by
  have h := congrArg Complex.re (curvature_expectation hH hP hQ hR hb hQP)
  simp only [Complex.add_re, Complex.re_ofReal_mul] at h
  -- the reduced resolvent of the lowest level is negative semidefinite
  have hT : ∀ y : n → ℂ, (star y ⬝ᵥ (R *ᵥ y)).re ≤ 0 := by
    intro y
    have hz : Q *ᵥ (R *ᵥ y) = 0 := by
      rw [Matrix.mulVec_mulVec, hR.proj_mul, Matrix.zero_mulVec]
    have hy := congrArg (fun M => M *ᵥ y) hR.right
    simp only [← Matrix.mulVec_mulVec, Matrix.sub_mulVec, Matrix.smul_mulVec,
      Matrix.one_mulVec] at hy
    have hs : star y = star (E 0 • (R *ᵥ y) - H0 *ᵥ (R *ᵥ y) + Q *ᵥ y) := by
      rw [hy, sub_add_cancel]
    have key : star y ⬝ᵥ (R *ᵥ y) = E 0 • (star (R *ᵥ y) ⬝ᵥ (R *ᵥ y))
        - star (R *ᵥ y) ⬝ᵥ (H0 *ᵥ (R *ᵥ y)) := by
      have h1 := congrArg (fun x => x ⬝ᵥ (R *ᵥ y)) hs
      simp only [star_add, star_sub, star_smul, star_trivial, add_dotProduct,
        sub_dotProduct, smul_dotProduct] at h1
      rw [← herm_move hH, ← herm_move hQ.herm, hz, dotProduct_zero, add_zero] at h1
      exact h1
    rw [key, Complex.sub_re, Complex.real_smul, Complex.re_ofReal_mul]
    linarith [hlow (R *ᵥ y)]
  have hN : 0 < (star (v 0) ⬝ᵥ v 0).re := by
    have hsum : (star (v 0) ⬝ᵥ v 0).re = ∑ i, Complex.normSq (v 0 i) := by
      simp [dotProduct, Complex.normSq_apply]
    obtain ⟨i, hi⟩ := Function.ne_iff.1 hb.ne_zero
    rw [hsum]
    exact Finset.sum_pos' (fun j _ => Complex.normSq_nonneg _)
      ⟨i, Finset.mem_univ i, Complex.normSq_pos.2 hi⟩
  by_contra hc
  nlinarith [mul_pos hN (sub_pos.2 (not_le.1 hc)), hT (P *ᵥ v 0)]

/-- Model levels: a doubly degenerate level at `0` and a remote level at `1`. -/
def modelH : Matrix (Fin 3) (Fin 3) ℂ := !![0, 0, 0; 0, 0, 0; 0, 0, 1]

/-- Model momentum matrix, coupling the first state to the remote one. -/
def modelP : Matrix (Fin 3) (Fin 3) ℂ := !![0, 0, 1; 0, 0, 0; 1, 0, 0]

/-- In the model, `diag(1,1,0)` and `diag(0,0,-1)` are the eigenprojector and the reduced
resolvent at energy `0`, both model matrices are Hermitian, and `QPQ = 0`. -/
theorem level_witness :
    modelH.IsHermitian ∧ modelP.IsHermitian ∧
    IsEigenprojector modelH !![1, 0, 0; 0, 1, 0; 0, 0, 0] 0 ∧
    IsReducedResolvent modelH !![1, 0, 0; 0, 1, 0; 0, 0, 0]
      !![0, 0, 0; 0, 0, 0; 0, 0, -1] 0 ∧
    !![1, 0, 0; 0, 1, 0; 0, 0, 0] * modelP * !![1, 0, 0; 0, 1, 0; 0, 0, 0] = 0 := by
  refine ⟨?_, ?_, ⟨?_, ?_, fun x => ?_⟩, ⟨?_, ?_, ?_, ?_⟩, ?_⟩
  case refine_5 =>
    constructor <;> intro h
    · have h2 : x 2 = 0 := by
        simpa [Matrix.mulVec, dotProduct, Fin.sum_univ_three, eq_comm] using congrFun h 2
      ext i
      fin_cases i <;> simp [modelH, Matrix.mulVec, dotProduct, Fin.sum_univ_three, h2]
    · have h2 : x 2 = 0 := by
        simpa [modelH, Matrix.mulVec, dotProduct, Fin.sum_univ_three] using congrFun h 2
      ext i
      fin_cases i <;> simp [Matrix.mulVec, dotProduct, Fin.sum_univ_three, h2]
  all_goals
    ext i j
    fin_cases i <;> fin_cases j <;>
      simp [modelH, modelP, Matrix.mul_apply, Fin.sum_univ_three]

/-- The model has the band `E(k) = k²/2 + (1 - √(1 + 4k²))/2`, with `E(0) = 0` and
`E''(0) = -1`. -/
theorem band_witness :
    IsBand modelH modelP (fun k => k ^ 2 / 2 + (1 - √(1 + 4 * k ^ 2)) / 2)
      (fun k => k - 2 * k / √(1 + 4 * k ^ 2)) (-1)
      (fun k i => ((![1 + √(1 + 4 * k ^ 2), 0, -2 * k] i : ℝ) : ℂ))
      (fun k i => ((![4 * k / √(1 + 4 * k ^ 2), 0, -2] i : ℝ) : ℂ))
      (fun i => ((![4, 0, 0] i : ℝ) : ℂ)) ∧
    (0 : ℝ) ^ 2 / 2 + (1 - √(1 + 4 * (0 : ℝ) ^ 2)) / 2 = 0 := by
  have hs : ∀ k : ℝ, HasDerivAt (fun x : ℝ => √(1 + 4 * x ^ 2))
      (4 * k / √(1 + 4 * k ^ 2)) k := fun k =>
    ((((hasDerivAt_sq k).const_mul 4).const_add 1).sqrt (by positivity)).congr_deriv (by
      rw [show 4 * (2 * k) = 2 * (4 * k) by ring, mul_div_mul_left _ _ two_ne_zero])
  have hq : ∀ c : ℝ, HasDerivAt (fun x : ℝ => c * x / √(1 + 4 * x ^ 2)) c 0 := fun c =>
    (((hasDerivAt_id' (0 : ℝ)).const_mul c).fun_div (hs 0) (by simp)).congr_deriv (by simp)
  refine ⟨⟨Eventually.of_forall fun k => ?_, Eventually.of_forall fun k => ?_,
    Eventually.of_forall fun k => ?_, ?_, ?_, ?_⟩, by simp⟩
  · have h2 : ((√(1 + 4 * k ^ 2) : ℝ) : ℂ) ^ 2 = 1 + 4 * (k : ℂ) ^ 2 := by
      exact_mod_cast Real.sq_sqrt (show (0 : ℝ) ≤ 1 + 4 * k ^ 2 by positivity)
    generalize √(1 + 4 * k ^ 2) = s at h2 ⊢
    ext i
    fin_cases i
    · simp [kpHamiltonian, modelH, modelP, Matrix.mulVec, dotProduct, Fin.sum_univ_three]
      linear_combination (1 / 2) * h2
    · simp [kpHamiltonian, modelH, modelP, Matrix.mulVec, dotProduct, Fin.sum_univ_three]
    · simp [kpHamiltonian, modelH, modelP, Matrix.mulVec, dotProduct, Fin.sum_univ_three]
      ring
  · exact (((hasDerivAt_sq k).div_const 2).fun_add
      (((hs k).const_sub 1).div_const 2)).congr_deriv (by ring)
  · refine hasDerivAt_pi.2 fun i => ?_
    have key : HasDerivAt (fun x : ℝ => (![1 + √(1 + 4 * x ^ 2), 0, -2 * x] : Fin 3 → ℝ) i)
        ((![4 * k / √(1 + 4 * k ^ 2), 0, -2] : Fin 3 → ℝ) i) k := by
      fin_cases i
      · exact (hs k).const_add 1
      · exact hasDerivAt_const k (0 : ℝ)
      · exact ((hasDerivAt_id' k).const_mul (-2)).congr_deriv (mul_one _)
    exact key.ofReal_comp
  · exact ((hasDerivAt_id' (0 : ℝ)).fun_sub (hq 2)).congr_deriv (by norm_num)
  · refine hasDerivAt_pi.2 fun i => ?_
    have key : HasDerivAt (fun x : ℝ => (![4 * x / √(1 + 4 * x ^ 2), 0, -2] : Fin 3 → ℝ) i)
        ((![4, 0, 0] : Fin 3 → ℝ) i) 0 := by
      fin_cases i
      · exact hq 4
      · exact hasDerivAt_const (0 : ℝ) (0 : ℝ)
      · exact hasDerivAt_const (0 : ℝ) (-2 : ℝ)
    exact key.ofReal_comp
  · intro h
    have h0 := congrFun h 0
    norm_num at h0

end

end DegenerateKP
```

```lean
#print axioms DegenerateKP.lowest_band_curvature_le_one
-- 'DegenerateKP.lowest_band_curvature_le_one' depends on axioms: [propext, Classical.choice, Quot.sound]
```

## From the two derivatives to the curvature

`perturbation_equations` writes the band equation as a function of $k$ that is zero near $k=0$. The product rule gives its derivative, and uniqueness of derivatives sets that equal to zero. This first holds throughout a neighbourhood (`d1`), which allows the second differentiation at 0 (`d2`).

`proj_H` obtains $QH_0=EQ$ as the adjoint of $H_0Q=EQ$, and `edge_fixed` gives $Qv=v$. `first_order` is the projected first equation.

In `degenerate_effective_mass`, `hE` is the vanishing slope, `hRv` is $RPv=(1-Q)v'$, and `hz` removes $QPQv'$. These are substituted by rewriting, and the final `linear_combination` closes the goal with the projected second equation.

`curvature_expectation` takes the inner product with $v$ and uses `herm_move` to shift $Q$ and $P$ to the left factor. For the lowest level, `hT` proves the sign of $R$ and `hN` proves $\langle v|v\rangle>0$; together they rule out $E''>1$.

`level_witness` checks the example's matrices entry by entry. `band_witness` verifies its square-root band and the derivatives, using the unnormalised vector $(1+\sqrt{1+4k^2},\,0,\,-2k)$, which at $k=0$ normalises to $(1,0,0)$.
